# The potential at the end of a periodic half-line of charges converges exactly when the cell is neutral

## Two alternating charges

Put charges $a, b, a, b, \dots$ at distances $1, 2, 3, 4, \dots$ from the origin, in units where a unit charge at unit distance gives unit potential. Splitting each charge into the mean and a deviation from it gives the potential of the first $N$ charges as

$$\frac{a+b}{2}\sum_{n=1}^{N}\frac1n+\frac{a-b}{2}\sum_{n=1}^{N}\frac{(-1)^{n+1}}{n}.$$

The second sum converges and the first grows like $\ln N$. The potential therefore has a limit if and only if $a+b=0$. The same splitting works for every period.

## Neutrality for a general cell

Let $q_n$ be real with $q_{n+p}=q_n$ and $p\ge1$. Define

$$V_N=\sum_{n=1}^{N}\frac{q_n}{n},\qquad Q=\sum_{n=0}^{p-1}q_n .$$

Then $V_N$ converges as $N\to\infty$ if and only if $Q=0$.

In Lean, $V_N$ is `linePotential q N`, $Q$ is `cellCharge q p`, and periodicity is `Function.Periodic q p`, where $p$ need not be the shortest period. Convergence is the existence of a real `L` with `Tendsto (linePotential q) atTop (𝓝 L)`. The cell is counted from site 0, whose charge does not enter the potential but equals $q_p$.

In three-dimensional periodic simulations, a charged cell makes the zero-wavevector term of the Coulomb sum diverge, and a uniform neutralising background cancels that divergence. The model here is a real-space analogue: a one-dimensional half-line summed outwards, with the background placed on the sites. It does not treat three-dimensional lattices or Ewald summation, and it gives no value for the limit.

## From bounded charge to a logarithm

**Windows.** Let $W_m=\sum_{i=0}^{p-1}q_{m+i}$. Then $W_{m+1}-W_m=q_{m+p}-q_m=0$, so $W_m=W_0=Q$.

**Neutral cells.** Let $S_N=\sum_{n=1}^{N}q_n$. If $Q=0$, then $S_{N+p}-S_N=W_{N+1}=0$. Thus $S_N$ takes at most $p$ values, and $|S_N|\le B$ for some $B$. Summation by parts gives, for $N\ge1$,

$$V_N=\frac{S_N}{N}+\sum_{n=1}^{N-1}S_n\left(\frac1n-\frac1{n+1}\right).$$

The first term tends to zero. The series converges absolutely, since the absolute values of its terms add up to at most $B$.

**Charged cells.** Let $\tilde q_n=q_n-Q/p$. This sequence is periodic with cell charge $Q-p(Q/p)=0$, so its potential $\tilde V_N$ converges. With $H_N=\sum_{n=1}^N 1/n$,

$$V_N-\frac Qp\ln N=\tilde V_N+\frac Qp\,(H_N-\ln N).$$

Since $H_N-\ln N$ converges, the left side has a finite limit. If $V_N$ converges too, so does $(Q/p)\ln N$, which forces $Q=0$. If $Q>0$, then $V_N\to+\infty$.

## A period of zero

Without $p\ge1$ the equivalence fails. Take $q_n=1$ and $p=0$: the condition $q_{n+0}=q_n$ holds and the empty cell has charge zero, yet $V_N=H_N$ diverges.

## The Lean file

```lean
import Mathlib

open Filter Topology

namespace NeutralCellLatticeSum

noncomputable section

/-- Potential at the origin of the charges `q 1, …, q N` placed at the distances `1, …, N`. -/
def linePotential (q : ℕ → ℝ) (N : ℕ) : ℝ := ∑ n ∈ Finset.Icc 1 N, q n / (n : ℝ)

/-- Total charge of one cell of `p` sites. -/
def cellCharge (q : ℕ → ℝ) (p : ℕ) : ℝ := ∑ n ∈ Finset.range p, q n

/-- The charges after the mean charge per site has been subtracted from every site. -/
def withBackground (q : ℕ → ℝ) (p : ℕ) (n : ℕ) : ℝ := q n - cellCharge q p / (p : ℝ)

/-- The potential written as a sum over sites counted from zero. -/
theorem linePotential_eq_sum_range (q : ℕ → ℝ) (N : ℕ) :
    linePotential q N = ∑ i ∈ Finset.range N, q (i + 1) / ((i : ℝ) + 1) := by
  unfold linePotential
  induction N with
  | zero => simp
  | succ N ih =>
    rw [Finset.sum_Icc_succ_top (by omega), ih, Finset.sum_range_succ]
    push_cast
    rfl

/-- Any `p` consecutive sites of a `p`-periodic line carry the charge of one cell. -/
theorem window_charge {q : ℕ → ℝ} {p : ℕ} (hq : Function.Periodic q p) (m : ℕ) :
    ∑ i ∈ Finset.range p, q (m + i) = cellCharge q p := by
  induction m with
  | zero => simp [cellCharge]
  | succ m ih =>
    -- moving the window by one site drops `q m` and gains `q (m + p)`
    have h1 : ∑ i ∈ Finset.range (p + 1), q (m + i)
        = ∑ i ∈ Finset.range p, q (m + i) + q (m + p) := Finset.sum_range_succ _ p
    have h2 : ∑ i ∈ Finset.range (p + 1), q (m + i)
        = ∑ i ∈ Finset.range p, q (m + (i + 1)) + q m :=
      Finset.sum_range_succ' (fun i => q (m + i)) p
    have h3 : q (m + p) = q m := hq m
    have h4 : ∑ i ∈ Finset.range p, q (m + 1 + i)
        = ∑ i ∈ Finset.range p, q (m + (i + 1)) :=
      Finset.sum_congr rfl fun i _ => by rw [show m + 1 + i = m + (i + 1) by omega]
    rw [h4]
    linarith

/-- If the cell is neutral, the charge accumulated along the line stays bounded. -/
theorem accumulated_charge_bounded {q : ℕ → ℝ} {p : ℕ} (hp : 1 ≤ p)
    (hq : Function.Periodic q p) (h0 : cellCharge q p = 0) :
    ∃ b : ℝ, ∀ N : ℕ, |∑ i ∈ Finset.range N, q (i + 1)| ≤ b := by
  -- the accumulated charge is itself periodic
  have hper : Function.Periodic (fun N : ℕ => ∑ i ∈ Finset.range N, q (i + 1)) p := by
    intro N
    have h' : ∑ i ∈ Finset.range p, q (N + i + 1) = 0 := by
      have h4 : ∑ i ∈ Finset.range p, q (N + i + 1)
          = ∑ i ∈ Finset.range p, q (N + 1 + i) :=
        Finset.sum_congr rfl fun i _ => by rw [show N + i + 1 = N + 1 + i by omega]
      rw [h4, window_charge hq (N + 1), h0]
    show ∑ i ∈ Finset.range (N + p), q (i + 1) = ∑ i ∈ Finset.range N, q (i + 1)
    rw [Finset.sum_range_add, h', add_zero]
  refine ⟨∑ k ∈ Finset.range p, |∑ i ∈ Finset.range k, q (i + 1)|, fun N => ?_⟩
  have hmod : ∑ i ∈ Finset.range (N % p), q (i + 1) = ∑ i ∈ Finset.range N, q (i + 1) :=
    hper.map_mod_nat N
  rw [← hmod]
  exact Finset.single_le_sum (f := fun k => |∑ i ∈ Finset.range k, q (i + 1)|)
    (fun k _ => abs_nonneg _) (Finset.mem_range.mpr (Nat.mod_lt N (by omega)))

/-- The potential of a periodic line of neutral cells converges. -/
theorem neutral_converges {q : ℕ → ℝ} {p : ℕ} (hp : 1 ≤ p)
    (hq : Function.Periodic q p) (h0 : cellCharge q p = 0) :
    ∃ L : ℝ, Tendsto (linePotential q) atTop (𝓝 L) := by
  obtain ⟨b, hb⟩ := accumulated_charge_bounded hp hq h0
  have hanti : Antitone (fun n : ℕ => 1 / ((n : ℝ) + 1)) := by
    intro m n h
    have h' : (m : ℝ) ≤ n := by exact_mod_cast h
    exact one_div_le_one_div_of_le (by positivity) (by linarith)
  -- Dirichlet's test: bounded accumulated charge against decreasing weights
  have hc := hanti.cauchySeq_series_mul_of_tendsto_zero_of_bounded
    tendsto_one_div_add_atTop_nhds_zero_nat (z := fun i => q (i + 1)) (b := b)
    (fun n => hb n)
  obtain ⟨L, hL⟩ := cauchySeq_tendsto_of_complete hc
  refine ⟨L, hL.congr fun N => ?_⟩
  rw [linePotential_eq_sum_range]
  refine Finset.sum_congr rfl fun i _ => ?_
  simp only [smul_eq_mul]
  ring

/-- With the mean charge subtracted from every site, the potential of any periodic line
converges. -/
theorem withBackground_converges {q : ℕ → ℝ} {p : ℕ} (hp : 1 ≤ p)
    (hq : Function.Periodic q p) :
    ∃ L : ℝ, Tendsto (linePotential (withBackground q p)) atTop (𝓝 L) := by
  have hp0 : (p : ℝ) ≠ 0 := by
    have : p ≠ 0 := by omega
    exact_mod_cast this
  refine neutral_converges hp (fun n => ?_) ?_
  · unfold withBackground
    rw [hq n]
  · have key : ∀ S : ℝ, (p : ℝ) * (S / p) = S := fun S => by field_simp
    have h : cellCharge (withBackground q p) p
        = cellCharge q p - (p : ℝ) * (cellCharge q p / p) := by
      simp only [cellCharge, withBackground, Finset.sum_sub_distrib, Finset.sum_const,
        Finset.card_range, nsmul_eq_mul]
    rw [h, key, sub_self]

/-- For any periodic line, the potential of the first `N` charges minus `log N` times the mean
charge per site has a finite limit. -/
theorem potential_sub_log_converges {q : ℕ → ℝ} {p : ℕ} (hp : 1 ≤ p)
    (hq : Function.Periodic q p) :
    ∃ L : ℝ, Tendsto (fun N : ℕ => linePotential q N - cellCharge q p / p * Real.log N)
      atTop (𝓝 L) := by
  obtain ⟨L, hL⟩ := withBackground_converges hp hq
  refine ⟨_, (hL.add (Real.tendsto_harmonic_sub_log.const_mul
    (cellCharge q p / p))).congr fun N => ?_⟩
  -- the background contributes a harmonic number
  have hH : ((harmonic N : ℚ) : ℝ) = ∑ i ∈ Finset.range N, 1 / ((i : ℝ) + 1) := by
    simp [harmonic]
  have hB : linePotential (withBackground q p) N
      = linePotential q N - cellCharge q p / p * ((harmonic N : ℚ) : ℝ) := by
    rw [linePotential_eq_sum_range, linePotential_eq_sum_range, hH, Finset.mul_sum,
      ← Finset.sum_sub_distrib]
    refine Finset.sum_congr rfl fun i _ => ?_
    unfold withBackground
    ring
  rw [hB]
  ring

/-- The potential of a periodic line of charges converges if and only if the charges of one
cell add to zero. -/
theorem converges_iff_neutral {q : ℕ → ℝ} {p : ℕ} (hp : 1 ≤ p)
    (hq : Function.Periodic q p) :
    (∃ L : ℝ, Tendsto (linePotential q) atTop (𝓝 L)) ↔ cellCharge q p = 0 := by
  refine ⟨?_, neutral_converges hp hq⟩
  rintro ⟨L, hL⟩
  obtain ⟨M, hM⟩ := potential_sub_log_converges hp hq
  by_contra hQ
  have hp0 : (p : ℝ) ≠ 0 := by
    have : p ≠ 0 := by omega
    exact_mod_cast this
  have hc : cellCharge q p / (p : ℝ) ≠ 0 := div_ne_zero hQ hp0
  have hlog : Tendsto (fun N : ℕ => Real.log N) atTop atTop :=
    Real.tendsto_log_atTop.comp tendsto_natCast_atTop_atTop
  -- otherwise the logarithm would have a finite limit
  refine not_tendsto_nhds_of_tendsto_atTop hlog _
    (((hL.sub hM).const_mul (cellCharge q p / (p : ℝ))⁻¹).congr fun N => ?_)
  show (cellCharge q p / (p : ℝ))⁻¹ * (linePotential q N
    - (linePotential q N - cellCharge q p / p * Real.log N)) = Real.log N
  rw [sub_sub_cancel, inv_mul_cancel_left₀ hc]

/-- If the cell carries positive charge, the potential grows beyond every bound. -/
theorem diverges_of_positive_cell {q : ℕ → ℝ} {p : ℕ} (hp : 1 ≤ p)
    (hq : Function.Periodic q p) (hQ : 0 < cellCharge q p) :
    Tendsto (linePotential q) atTop atTop := by
  obtain ⟨M, hM⟩ := potential_sub_log_converges hp hq
  have hp0 : (0 : ℝ) < p := by exact_mod_cast hp
  have hlog : Tendsto (fun N : ℕ => Real.log N) atTop atTop :=
    Real.tendsto_log_atTop.comp tendsto_natCast_atTop_atTop
  refine (hM.add_atTop (hlog.const_mul_atTop (div_pos hQ hp0))).congr fun N => ?_
  ring

end

end NeutralCellLatticeSum
```

```lean
#print axioms NeutralCellLatticeSum.converges_iff_neutral
#print axioms NeutralCellLatticeSum.diverges_of_positive_cell
```

```
'NeutralCellLatticeSum.converges_iff_neutral' depends on axioms: [propext, Classical.choice, Quot.sound]
'NeutralCellLatticeSum.diverges_of_positive_cell' depends on axioms: [propext, Classical.choice, Quot.sound]
```

## How the proof follows the derivation

`window_charge` is the induction on $m$: it splits a sum over $p+1$ sites once at its last site and once at its first. `accumulated_charge_bounded` shows that $S_N$ is periodic, replaces $N$ by `N % p`, and takes $B=\sum_{k=0}^{p-1}|S_k|$.

`withBackground_converges` checks that $\tilde q$ is periodic and neutral. `potential_sub_log_converges` adds back the harmonic part, using Mathlib's limit of $H_N-\ln N$. In `converges_iff_neutral`, subtracting the two convergent sequences and dividing by $Q/p\neq0$ would give $\ln N$ a finite limit, a contradiction. `diverges_of_positive_cell` adds a convergent sequence to one that tends to $+\infty$.

## Dirichlet's test in Mathlib

The neutral case turns on `cauchySeq_series_mul_of_tendsto_zero_of_bounded`, which replaces the summation by parts above. It needs three facts: the weights decrease, they tend to zero, and the partial sums of the other factor are bounded.

Its sums start at zero, so it is applied to the weights $1/(i+1)$ and the charges $q_{i+1}$. The test concludes only that the partial sums form a Cauchy sequence; `cauchySeq_tendsto_of_complete` then supplies the limit from the completeness of the real numbers. Finally, `linePotential_eq_sum_range` identifies these partial sums with the potential.
